# For natural m, sequences growing like (mk)! satisfy Carleman's condition for Stieltjes moments exactly when m ≤ 2

The anharmonic oscillator with perturbation $g\,x^{2m+2}$, $m\ge1$, is represented here only by a growth law: a sequence $a_k$ that lies between $c^k(mk)!$ and $C^k(mk)!$ for $k\ge1$, with constants $c, C > 0$, stands for the magnitudes of its perturbation coefficients. Carleman's condition, in the Stieltjes form for moments of a measure on $[0,\infty)$, is then the statement that the series $\sum_{k\ge1} a_k^{-1/(2k)}$ is not summable.

```lean
import Mathlib

open scoped Nat

namespace CarlemanAnharmonic

noncomputable section

/-- The Carleman term `a_k ^ (-1/(2k))` of a positive sequence, meant for `k ≥ 1`. -/
def carlemanTerm (a : ℕ → ℝ) (k : ℕ) : ℝ := a k ^ (-(1 / (2 * (k : ℝ))))

/-- Carleman's condition in Stieltjes form for a positive sequence: the series of
`a_k ^ (-1/(2k))` over `k ≥ 1` diverges. -/
def CarlemanCondition (a : ℕ → ℝ) : Prop :=
  ¬ Summable fun k : ℕ => carlemanTerm a (k + 1)

/-- Upper Stirling-type bound: `n!` is at most `n ^ n`. -/
theorem factorial_le_self_pow (n : ℕ) : (n ! : ℝ) ≤ (n : ℝ) ^ n := by
  induction n with
  | zero => simp
  | succ n ih =>
    have h : (n : ℝ) ^ n ≤ ((n : ℝ) + 1) ^ n :=
      pow_le_pow_left₀ (by positivity) (by linarith) n
    rw [Nat.factorial_succ, pow_succ']
    push_cast
    exact mul_le_mul_of_nonneg_left (ih.trans h) (by positivity)

/-- Lower Stirling-type bound: `n!` is at least `(n / e) ^ n`. -/
theorem div_exp_pow_le_factorial (n : ℕ) :
    ((n : ℝ) / Real.exp 1) ^ n ≤ (n ! : ℝ) := by
  -- one term of the exponential series is at most the whole series
  have h := Real.pow_div_factorial_le_exp (n : ℝ) (by positivity) n
  rw [div_le_iff₀ (by positivity)] at h
  have he : Real.exp 1 ^ n = Real.exp n := by rw [← Real.exp_nat_mul, mul_one]
  rw [div_pow, he, div_le_iff₀ (Real.exp_pos _)]
  linarith

/-- For `n ≥ 1` and `x > 0`, the Carleman term of the geometric power `x ^ n` is
`x ^ (-1/2)`. -/
theorem carlemanTerm_pow {x : ℝ} (hx : 0 < x) {n : ℕ} (hn : 1 ≤ n) :
    carlemanTerm (fun k => x ^ k) n = x ^ (-(1 / 2) : ℝ) := by
  have hn' : (n : ℝ) ≠ 0 := by
    have : n ≠ 0 := by omega
    exact_mod_cast this
  have he : (n : ℝ) * (-(1 / (2 * (n : ℝ)))) = -(1 / 2) := by field_simp
  show (x ^ n) ^ (-(1 / (2 * (n : ℝ)))) = x ^ (-(1 / 2) : ℝ)
  rw [← Real.rpow_natCast, ← Real.rpow_mul hx.le, he]

/-- A larger sequence has smaller Carleman terms, provided the smaller one is positive. -/
theorem carlemanTerm_anti {a b : ℕ → ℝ} {n : ℕ} (ha : 0 < a n) (hab : a n ≤ b n) :
    carlemanTerm b n ≤ carlemanTerm a n := by
  have hz : -(1 / (2 * (n : ℝ))) ≤ 0 := neg_nonpos.mpr (by positivity)
  exact Real.rpow_le_rpow_of_nonpos ha hab hz

/-- A positive sequence growing no faster than `C ^ k (mk)!` with `m ≤ 2` satisfies
Carleman's condition. -/
theorem carleman_of_growth_le {a : ℕ → ℝ} {C : ℝ} {m : ℕ} (hm : m ≤ 2)
    (hpos : ∀ k, 1 ≤ k → 0 < a k)
    (h : ∀ k, 1 ≤ k → a k ≤ C ^ k * ((m * k)! : ℝ)) : CarlemanCondition a := by
  have hC : 0 < C := by
    have h1 := (hpos 1 le_rfl).trans_le (h 1 le_rfl)
    rw [pow_one] at h1
    by_contra hc
    exact absurd h1 (not_lt_of_ge
      (mul_nonpos_of_nonpos_of_nonneg (not_lt.mp hc) (by positivity)))
  have hne : 2 * √C ≠ 0 := by positivity
  -- each term dominates a multiple of the harmonic series
  have key : ∀ n : ℕ, 1 ≤ n → (2 * √C)⁻¹ * (1 / (n : ℝ)) ≤ carlemanTerm a n := by
    intro n hn
    have hn' : (0 : ℝ) < n := by exact_mod_cast hn
    have hf : ((m * n)! : ℝ) ≤ ((2 * n)! : ℝ) := by
      exact_mod_cast Nat.factorial_le (Nat.mul_le_mul_right n hm)
    have hup : a n ≤ (C * (2 * (n : ℝ)) ^ 2) ^ n := by
      calc a n ≤ C ^ n * ((m * n)! : ℝ) := h n hn
        _ ≤ C ^ n * ((2 * n : ℕ) : ℝ) ^ (2 * n) :=
          mul_le_mul_of_nonneg_left (hf.trans (factorial_le_self_pow _)) (by positivity)
        _ = (C * (2 * (n : ℝ)) ^ 2) ^ n := by
          rw [mul_pow C, ← pow_mul]
          push_cast
          rfl
    have hx : 0 < C * (2 * (n : ℝ)) ^ 2 := by positivity
    have hle := carlemanTerm_anti (b := fun k => (C * (2 * (n : ℝ)) ^ 2) ^ k)
      (hpos n hn) hup
    rw [carlemanTerm_pow hx hn, Real.rpow_neg hx.le, ← Real.sqrt_eq_rpow,
      Real.sqrt_mul hC.le, Real.sqrt_sq (by positivity)] at hle
    refine le_trans (le_of_eq ?_) hle
    rw [one_div, ← mul_inv]
    congr 1
    ring
  intro hs
  have h1 : Summable fun k : ℕ => (2 * √C)⁻¹ * (1 / ((k + 1 : ℕ) : ℝ)) :=
    Summable.of_nonneg_of_le (fun k => by positivity)
      (fun k => key (k + 1) (by omega)) hs
  have h2 : Summable fun k : ℕ =>
      2 * √C * ((2 * √C)⁻¹ * (1 / ((k + 1 : ℕ) : ℝ))) := h1.mul_left _
  simp only [mul_inv_cancel_left₀ hne] at h2
  exact Real.not_summable_one_div_natCast
    ((summable_nat_add_iff (f := fun n : ℕ => 1 / (n : ℝ)) 1).mp h2)

/-- If a sequence grows at least as fast as `c ^ k (mk)!` with `c > 0` and `m ≥ 3`, its
Carleman series converges. -/
theorem summable_of_growth_ge {a : ℕ → ℝ} {c : ℝ} {m : ℕ} (hm : 3 ≤ m) (hc : 0 < c)
    (h : ∀ k, 1 ≤ k → c ^ k * ((m * k)! : ℝ) ≤ a k) :
    Summable fun k : ℕ => carlemanTerm a (k + 1) := by
  have hD : 0 < c * (3 / Real.exp 1) ^ 3 := by positivity
  -- each term is at most a multiple of `n ^ (-3/2)`
  have key : ∀ n : ℕ, 1 ≤ n → carlemanTerm a n ≤
      (c * (3 / Real.exp 1) ^ 3) ^ (-(1 / 2) : ℝ) * (n : ℝ) ^ (-(3 / 2) : ℝ) := by
    intro n hn
    have hn' : (0 : ℝ) < n := by exact_mod_cast hn
    have hf : ((3 * n)! : ℝ) ≤ ((m * n)! : ℝ) := by
      exact_mod_cast Nat.factorial_le (Nat.mul_le_mul_right n hm)
    have hlow : (c * (3 / Real.exp 1) ^ 3 * (n : ℝ) ^ 3) ^ n ≤ a n := by
      calc (c * (3 / Real.exp 1) ^ 3 * (n : ℝ) ^ 3) ^ n
          = c ^ n * (((3 * n : ℕ) : ℝ) / Real.exp 1) ^ (3 * n) := by
            rw [pow_mul, ← mul_pow]
            congr 1
            push_cast
            ring
        _ ≤ c ^ n * ((m * n)! : ℝ) :=
          mul_le_mul_of_nonneg_left ((div_exp_pow_le_factorial _).trans hf) (by positivity)
        _ ≤ a n := h n hn
    have hx : 0 < c * (3 / Real.exp 1) ^ 3 * (n : ℝ) ^ 3 := by positivity
    have hle := carlemanTerm_anti
      (a := fun k => (c * (3 / Real.exp 1) ^ 3 * (n : ℝ) ^ 3) ^ k) (pow_pos hx n) hlow
    have he : ((n : ℝ) ^ 3) ^ (-(1 / 2) : ℝ) = (n : ℝ) ^ (-(3 / 2) : ℝ) := by
      rw [← Real.rpow_natCast, ← Real.rpow_mul hn'.le]
      norm_num
    rwa [carlemanTerm_pow hx hn, Real.mul_rpow hD.le (by positivity), he] at hle
  have hs : Summable fun n : ℕ => (n : ℝ) ^ (-(3 / 2) : ℝ) :=
    Real.summable_nat_rpow.mpr (by norm_num)
  refine Summable.of_nonneg_of_le (fun k => ?_) (fun k => key (k + 1) (by omega))
    (((summable_nat_add_iff 1).mpr hs).mul_left _)
  exact Real.rpow_nonneg (le_trans (by positivity) (h (k + 1) (by omega))) _

/-- A sequence lying between `c ^ k (mk)!` and `C ^ k (mk)!` for `k ≥ 1`, with `c > 0`,
satisfies Carleman's condition exactly when `m ≤ 2`. -/
theorem carleman_iff_of_growth {a : ℕ → ℝ} {c C : ℝ} {m : ℕ} (hc : 0 < c)
    (hlow : ∀ k, 1 ≤ k → c ^ k * ((m * k)! : ℝ) ≤ a k)
    (hup : ∀ k, 1 ≤ k → a k ≤ C ^ k * ((m * k)! : ℝ)) :
    CarlemanCondition a ↔ m ≤ 2 := by
  constructor
  · intro h
    by_contra hm
    exact h (summable_of_growth_ge (by omega) hc hlow)
  · intro hm
    exact carleman_of_growth_le hm
      (fun k hk => lt_of_lt_of_le (by positivity) (hlow k hk)) hup

/-- The series of `((mk)!) ^ (-1/(2k))` over `k ≥ 1` is summable exactly when `m ≥ 3`. -/
theorem summable_factorial_iff (m : ℕ) :
    (Summable fun k : ℕ => carlemanTerm (fun j => ((m * j)! : ℝ)) (k + 1)) ↔ 3 ≤ m := by
  have h : CarlemanCondition (fun j => ((m * j)! : ℝ)) ↔ m ≤ 2 :=
    carleman_iff_of_growth (c := 1) (C := 1) one_pos
      (fun k _ => by rw [one_pow, one_mul]) (fun k _ => by rw [one_pow, one_mul])
  unfold CarlemanCondition at h
  rw [← not_iff_not, h]
  omega

/-- The sequences `k!` and `(2k)!` satisfy Carleman's condition, while `(3k)!` does not. -/
theorem quartic_sextic_octic :
    CarlemanCondition (fun k => (k ! : ℝ)) ∧
    CarlemanCondition (fun k => ((2 * k)! : ℝ)) ∧
    ¬ CarlemanCondition (fun k => ((3 * k)! : ℝ)) := by
  refine ⟨?_, ?_, ?_⟩
  · have h := (summable_factorial_iff 1).not.mpr (by norm_num)
    simp only [one_mul] at h
    exact h
  · exact (summable_factorial_iff 2).not.mpr (by norm_num)
  · exact not_not_intro ((summable_factorial_iff 3).mpr le_rfl)

end

end CarlemanAnharmonic
```

```lean
#print axioms CarlemanAnharmonic.carleman_iff_of_growth
-- 'CarlemanAnharmonic.carleman_iff_of_growth' depends on axioms: [propext, Classical.choice, Quot.sound]
#print axioms CarlemanAnharmonic.quartic_sextic_octic
-- 'CarlemanAnharmonic.quartic_sextic_octic' depends on axioms: [propext, Classical.choice, Quot.sound]
```

## The condition as a statement about real series

A sequence is a function `a : ℕ → ℝ`, and `carlemanTerm a k` is the real power $a_k^{-1/(2k)}$. `CarlemanCondition a` says that the terms with index $k+1$, for $k = 0, 1, 2, \dots$, do not form a summable family. The shift makes the series start at $a_1$, so the exponent never contains a division by zero, and the value $a_0$ plays no role.

The definition accepts any real sequence, but it has its usual meaning only for positive ones. Then all terms are positive, and failure of summability means that the partial sums grow without bound. In every theorem about the condition, positivity for $k \ge 1$ is either assumed or follows from a lower bound.

The central theorem is `carleman_iff_of_growth`. It takes a natural number $m$, real numbers $c > 0$ and $C$, and a sequence with

$$c^k\,(mk)! \;\le\; a_k \;\le\; C^k\,(mk)! \qquad (k \ge 1),$$

and concludes that Carleman's condition holds if and only if $m \le 2$. No sign is required of $C$, because the two bounds at $k=1$ already force it to be positive. The case $m = 0$ is included: the sequence then grows at most geometrically, and the condition holds.

Two consequences follow. `summable_factorial_iff` treats the pure factorials: the series of $((mk)!)^{-1/(2k)}$ over $k \ge 1$ is summable exactly when $m \ge 3$. `quartic_sextic_octic` records the cases $m = 1, 2, 3$: the condition holds for $k!$ and $(2k)!$ and fails for $(3k)!$.

## Where the factorials come from

Consider the one-dimensional oscillator

$$H = \tfrac12 p^2 + \tfrac12 x^2 + g\,x^{2m+2}, \qquad g > 0,\quad m \ge 1,$$

which is quartic for $m=1$, sextic for $m=2$ and octic for $m=3$. Its ground-state energy has a formal power series in $g$ with zero radius of convergence, and $a_k$ stands for the absolute value of the coefficient of $g^k$.

The two-sided bound encodes tunnelling. For small negative $g$ the particle can escape through a barrier whose width scales as $|g|^{-1/(2m)}$, so the escape rate contains a factor $\exp(-A/|g|^{1/m})$ with some $A > 0$. A dispersion relation in $g$ turns this factor into coefficients of size

$$\int_0^\infty g^{-k-1}\, e^{-A/g^{1/m}}\,dg \;=\; m\int_0^\infty t^{mk-1}e^{-At}\,dt \;=\; m\,A^{-mk}\,(mk-1)!,$$

where $t = g^{-1/m}$. The action $A$ contributes a geometric factor, and prefactors of the rate contribute powers of $k$. Both fit between $c^k$ and $C^k$ for suitable constants, so neither affects the criterion. In the file this growth is a hypothesis; it is not derived from $H$.

The condition matters for resummation. If the $a_k$ are the moments of a positive measure on $[0,\infty)$, Carleman's theorem says that divergence of the series makes that measure unique, which is called Stieltjes determinacy. For a Stieltjes series with determinate moments, the diagonal Padé approximants converge to the one function that the measure defines. For the oscillator, the candidate moments are the shifted numbers $a_{k+1}$ with $k \ge 0$, which are left after subtracting the zeroth-order energy from the series and dividing by $g$. The shift changes the growth only by factors that fit between $c^k$ and $C^k$ for new constants, so the criterion is the same for them. If these numbers are moments of a positive measure, the result bears on Padé resummation of the energy series of a single anharmonic oscillator, under the assumed growth law: the quartic and sextic laws pass the test, and the octic law does not. The test is sufficient for determinacy and not necessary, so its failure for $(3k)!$ does not by itself show that the measure is non-unique. The file decides when the test is passed and leaves Carleman's theorem itself aside.

## Why m = 2 is the borderline case

By Stirling's formula, $((mk)!)^{1/(2k)}$ behaves like $(mk/e)^{m/2}$ for $m \ge 1$, so the Carleman terms fall off like $k^{-m/2}$. At $m=2$ this is the harmonic series, which still diverges; at $m=3$ it is the convergent series of $k^{-3/2}$. Two crude bounds on the factorial suffice to turn this estimate into a proof.

The upper bound is $n! \le n^n$, since each of the $n$ factors is at most $n$. The lower bound comes from keeping one term of the exponential series:

$$e^n = \sum_{j\ge0}\frac{n^j}{j!} \ge \frac{n^n}{n!}, \qquad\text{hence}\qquad n! \ge \left(\frac{n}{e}\right)^n .$$

For $x > 0$ and $n \ge 1$ we also have

$$(x^n)^{-1/(2n)} = x^{-1/2},$$

and a larger positive $a_n$ gives a smaller term, because the exponent is negative.

**Slow growth, $m \le 2$.** Suppose $0 < a_n \le C^n(mn)!$ for $n \ge 1$. At $n=1$ this gives $0 < C\,m!$, so $C > 0$. Since $mn \le 2n$,

$$a_n \le C^n (2n)! \le C^n (2n)^{2n} = \bigl(C(2n)^2\bigr)^n .$$

Taking the power $-1/(2n)$ reverses the inequality:

$$a_n^{-1/(2n)} \ge \bigl(C(2n)^2\bigr)^{-1/2} = \frac{1}{2\sqrt C}\,\frac1n .$$

The terms dominate a positive multiple of the harmonic series, so their sum diverges.

**Fast growth, $m \ge 3$.** Suppose $a_n \ge c^n(mn)!$ with $c > 0$. Since $mn \ge 3n$,

$$a_n \ge c^n(3n)! \ge c^n\left(\frac{3n}{e}\right)^{3n} = (D\,n^3)^n, \qquad D = c\left(\frac3e\right)^3 .$$

Therefore

$$a_n^{-1/(2n)} \le (D\,n^3)^{-1/2} = D^{-1/2}\,n^{-3/2},$$

and the series converges by comparison.

A sequence with both bounds falls under one of these two cases for every $m$, which gives the equivalence.

## The terms at n = 2

Take the pure factorials, so that $c = C = 1$, and evaluate the terms at $n=2$, where the exponent is $-1/4$:

- $m=1$: $(2!)^{-1/4} \approx 0.841$
- $m=2$: $(4!)^{-1/4} = 24^{-1/4} \approx 0.452$
- $m=3$: $(6!)^{-1/4} = 720^{-1/4} \approx 0.193$

The lower bound for $m \le 2$ is $1/(2n) = 0.25$, and the first two values lie above it. For $m=3$ we have $D = (3/e)^3 \approx 1.344$, so the upper bound is $D^{-1/2}\,2^{-3/2} \approx 0.305$, and the third value lies below it. The bounds are loose, but for $m=2$ and $m=3$ they have the right power of $n$. For $m=1$ the terms fall only like $n^{-1/2}$, and the weaker bound $1/(2n)$ is still enough for divergence.

## The same argument in Lean

`factorial_le_self_pow` proves $n! \le n^n$ by induction, using $n^n \le (n+1)^n$ in the step. `div_exp_pow_le_factorial` starts from Mathlib's `Real.pow_div_factorial_le_exp`, which is the one-term bound on the exponential series, and rearranges it.

`carlemanTerm_pow` is the identity $(x^n)^{-1/(2n)} = x^{-1/2}$, and `carlemanTerm_anti` is the reversal of inequalities. In both main cases the comparison sequence is `fun k => x ^ k` with a base $x$ that depends on the index $n$ under study. The base is fixed first, and the sequence is then evaluated only at $k = n$. This is how a bound such as $(D\,n^3)^n$ can be treated as a geometric power.

`carleman_of_growth_le` handles $m \le 2$. It first derives $C > 0$ from the case $k=1$. The statement `key` is then the bound $\frac{1}{2\sqrt C}\frac1n \le a_n^{-1/(2n)}$, with a `calc` block that follows the chain of inequalities above. To finish, the proof assumes that the Carleman series is summable. Comparison makes the multiple of the harmonic series summable, multiplication by $2\sqrt C$ removes the constant, and `Real.not_summable_one_div_natCast` gives the contradiction. The lemma `summable_nat_add_iff` accounts for the series starting at index 1.

`summable_of_growth_ge` handles $m \ge 3$ in the same pattern. Its `key` is the bound by $D^{-1/2}n^{-3/2}$, and `Real.summable_nat_rpow` supplies the convergence of the comparison series, since $-3/2 < -1$.

`carleman_iff_of_growth` joins the two. If the condition holds and $m$ were at least 3, the second case would make the series summable, a contradiction. If $m \le 2$, the lower bound provides positivity and the first case applies. `summable_factorial_iff` sets $c = C = 1$ and negates both sides, and `quartic_sextic_octic` inserts $m = 1, 2, 3$.

## What goes wrong when c = 0

The hypothesis $c > 0$ makes the lower bound carry information about growth. With $c = 0$ that bound says only $a_k \ge 0$ for $k \ge 1$. Take $m = 3$, $C = 1$ and the constant sequence $a_k = 1$. Then

$$0 \le 1 \le (3k)! \qquad (k \ge 1),$$

so both inequalities hold. Every Carleman term equals 1, the series diverges, and Carleman's condition is satisfied although $m = 3$. An upper bound of octic type alone therefore does not make Carleman's condition fail; in the theorem, the lower bound with $c > 0$ supplies the growth that does.
